# A Hubbard model with real bipartite hopping has a single-exponential staggered-pair correlator

## Two sites and two ways to break a pair

Take two sites, 0 and 1, with fermion annihilators $c_{i\sigma}$ for site $i$ and spin $\sigma$, and hopping amplitude $-t$ between the sites:

$$T=-t\sum_\sigma\left(c_{0\sigma}^\dagger c_{1\sigma}+c_{1\sigma}^\dagger c_{0\sigma}\right).$$

Commuting $T$ with the operator that removes a pair from one site moves one of the two partners to the other site:

$$[T,c_{0\uparrow}c_{0\downarrow}]=t\,(c_{1\uparrow}c_{0\downarrow}+c_{0\uparrow}c_{1\downarrow})=[T,c_{1\uparrow}c_{1\downarrow}].$$

Both sites give the same result, so the difference $\eta=c_{0\uparrow}c_{0\downarrow}-c_{1\uparrow}c_{1\downarrow}$ commutes with the hopping. What remains is the on-site energy. With interaction $U$ and chemical potential $\mu$, a doubly occupied site has energy $U-2\mu$ and an empty one has energy 0. Removing a pair with $\eta$ therefore lowers the energy by exactly $U-2\mu$, although the electrons hop and interact.

## The lattice model and its evolution law

On a finite set of sites let $n_{i\sigma}=c_{i\sigma}^\dagger c_{i\sigma}$ and

$$H=\sum_{ij\sigma}K_{ij}c_{i\sigma}^\dagger c_{j\sigma}+\sum_i\left[U n_{i\uparrow}n_{i\downarrow}-\mu(n_{i\uparrow}+n_{i\downarrow})\right].$$

The matrix $K$ is real and symmetric. Each site carries a sign $e_i=\pm1$, which names its sublattice, and $K_{ij}\neq0$ requires $e_ie_j=-1$. With $\eta=\sum_i e_i c_{i\uparrow}c_{i\downarrow}$ and $w=U-2\mu$, the result for every complex $\tau$ is

$$\eta(\tau)=e^{\tau H}\eta e^{-\tau H}=e^{-\tau w}\eta .$$

For any weight matrix $\rho$ it follows that

$$\mathrm{Tr}[\rho\,\eta(\tau)\eta^\dagger]=e^{-\tau w}\,\mathrm{Tr}[\rho\,\eta\eta^\dagger].$$

A determinant quantum Monte Carlo code for the Hubbard model on a finite bipartite lattice can thus be tested by comparing this correlator with its equal-time value times a known exponential. The exponential contains neither the temperature nor the hopping amplitudes, so agreement does not confirm their values.

## The commutator with the Hamiltonian

Let $p,q,r$ label modes, that is, pairs of site and spin. Adding and subtracting $c_p^\dagger c_rc_q$ gives

$$[c_p^\dagger c_q,c_r]=c_p^\dagger\{c_q,c_r\}-\{c_r,c_p^\dagger\}c_q=-\delta_{rp}c_q .$$

**Hopping.** Let $h_{ij}=\sum_\sigma c_{i\sigma}^\dagger c_{j\sigma}$. The product rule for commutators gives

$$[h_{ij},c_{k\uparrow}c_{k\downarrow}]=-\delta_{ki}(c_{j\uparrow}c_{i\downarrow}+c_{i\uparrow}c_{j\downarrow}).$$

Multiply by $e_k$ and sum over $k$, then multiply by $K_{ij}$ and sum over $i,j$. After exchanging the names $i$ and $j$ in the first term,

$$\Big[\sum_{ij}K_{ij}h_{ij},\eta\Big]=-\sum_{ij}(K_{ji}e_j+K_{ij}e_i)\,c_{i\uparrow}c_{j\downarrow}.$$

By symmetry the bracket is $K_{ij}(e_i+e_j)$. If $K_{ij}\neq0$, multiplying $e_ie_j=-1$ by $e_i$ and using $e_i^2=1$ gives $e_j=-e_i$. Every term vanishes.

**Interaction.** The relation $\{c_p,c_p\}=0$ gives $c_p^2=0$, hence $n_pc_p=0$. Together with $[n_p,c_p]=-c_p$ this gives $c_pn_p=c_p$. Since $n_{i\uparrow}$ commutes with $c_{i\downarrow}$, and likewise with the spins exchanged,

$$n_{i\uparrow}n_{i\downarrow}c_{i\uparrow}c_{i\downarrow}=0,\qquad c_{i\uparrow}c_{i\downarrow}n_{i\uparrow}n_{i\downarrow}=c_{i\uparrow}c_{i\downarrow}.$$

Pairs on other sites commute with $n_{i\uparrow}n_{i\downarrow}$, so $[n_{i\uparrow}n_{i\downarrow},\eta]=-e_ic_{i\uparrow}c_{i\downarrow}$.

**Chemical potential.** Setting $j=i$ in the hopping formula gives $[h_{ii},\eta]=-2e_ic_{i\uparrow}c_{i\downarrow}$.

Adding the three parts, with weights $U$ and $-\mu$ for the last two, yields

$$[H,\eta]=-(U-2\mu)\,\eta=-w\eta .$$

## From the commutator to the exponential

The commutator says $H\eta=\eta(H-w)$. Applying it $k$ times gives $(\tau H)^k\eta=\eta(\tau H-\tau w)^k$. Dividing by $k!$ and summing over $k$,

$$e^{\tau H}\eta=\eta\,e^{\tau H-\tau w}=e^{-\tau w}\,\eta\,e^{\tau H}.$$

Multiplication by $e^{-\tau H}$ from the right gives the evolution law. Inserting it in the trace and taking out the scalar gives the correlator.

## Matrices, modes and signs in Lean

The sites form the finite type `L`, and a mode is an element of `L × Bool`, with `true` for spin up. The operators are complex matrices indexed by a finite type `n` of basis states, and `ᴴ` is the adjoint. `CAR c` states the anticommutation relations, which is what makes the particles fermions. Any matrices that satisfy them are allowed, not only those of the standard Fock space.

`BipartiteHopping K e` holds the conditions on $K$ and $e$. It forces $K_{ii}=0$, so the only one-body site energy is the uniform $-\mu$ in `hubbard`. The hopping is the same for both spins and is real, so a magnetic field may enter it only through signs, not through complex phases. The interaction $U$ is uniform but may have either sign.

`evolve H τ X` is $e^{\tau H}Xe^{-\tau H}$. Real $\tau$ is imaginary time, and $\tau=\mathrm{i}s$ with real $s$ gives evolution through the real time $s$, with $\hbar=1$. The theorem `eta_evolution` is the evolution law and `pair_correlator` is the trace identity. The matrix `ρ` is arbitrary: $e^{-\beta H}$ gives the unnormalised thermal correlator at inverse temperature $\beta$, and dividing `ρ` by its trace normalises it. The equal-time trace on the right is left unevaluated.

## The complete file

```lean
import Mathlib

open Matrix

namespace StaggeredPairBenchmark

noncomputable section

variable {M L n : Type*} [DecidableEq M] [Fintype L] [DecidableEq L] [Fintype n] [DecidableEq n]

/-- Canonical anticommutation relations for annihilation matrices `c p`, one for each mode `p`. -/
structure CAR (c : M → Matrix n n ℂ) : Prop where
  anti : ∀ p q, c p * c q + c q * c p = 0
  dual : ∀ p q, c p * (c q)ᴴ + (c q)ᴴ * c p = if p = q then 1 else 0

/-- Real symmetric hopping `K` and signs `e i = ±1`, with hopping only between opposite signs. -/
structure BipartiteHopping (K : Matrix L L ℝ) (e : L → ℝ) : Prop where
  symm : ∀ i j, K i j = K j i
  sign : ∀ i, e i ^ 2 = 1
  hop : ∀ i j, K i j ≠ 0 → e i * e j = -1

/-- Moves a fermion from site `j` to site `i`, summed over spin (`true` is up, `false` is down);
for `i = j` it is the particle number of the site. -/
def hopPair (c : L × Bool → Matrix n n ℂ) (i j : L) : Matrix n n ℂ :=
  (c (i, true))ᴴ * c (j, true) + (c (i, false))ᴴ * c (j, false)

/-- The double occupancy of site `i`. -/
def doublon (c : L × Bool → Matrix n n ℂ) (i : L) : Matrix n n ℂ :=
  (c (i, true))ᴴ * c (i, true) * ((c (i, false))ᴴ * c (i, false))

/-- The Hubbard Hamiltonian with hopping `K`, interaction `U` and chemical potential `μ`. -/
def hubbard (K : Matrix L L ℝ) (U μ : ℝ) (c : L × Bool → Matrix n n ℂ) : Matrix n n ℂ :=
  (∑ i, ∑ j, (K i j : ℂ) • hopPair c i j) +
    ∑ i, ((U : ℂ) • doublon c i - (μ : ℂ) • hopPair c i i)

/-- The staggered pair annihilator. -/
def eta (e : L → ℝ) (c : L × Bool → Matrix n n ℂ) : Matrix n n ℂ :=
  ∑ k, (e k : ℂ) • (c (k, true) * c (k, false))

/-- Evolution of `X` by `H` through imaginary time `τ`. -/
def evolve (H : Matrix n n ℂ) (τ : ℂ) (X : Matrix n n ℂ) : Matrix n n ℂ :=
  NormedSpace.exp (τ • H) * X * NormedSpace.exp ((-τ) • H)

/-- For canonical fermions, the commutator of `(c p)ᴴ * c q` with `c r` is `-c q` if `r = p` and
zero otherwise. -/
theorem bilinear_commutator {c : M → Matrix n n ℂ} (h : CAR c) (p q r : M) :
    (c p)ᴴ * c q * c r - c r * ((c p)ᴴ * c q) = if r = p then -c q else 0 := by
  have key : (c p)ᴴ * c q * c r - c r * ((c p)ᴴ * c q) =
      (c p)ᴴ * (c q * c r + c r * c q) - (c r * (c p)ᴴ + (c p)ᴴ * c r) * c q := by
    noncomm_ring
  rw [key, h.anti, h.dual]
  split_ifs <;> simp

/-- If `A` has commutator `Y` with the pair at site `i` and commutes with all other pairs,
its commutator with the staggered pair operator is `e i` times `Y`. -/
theorem commutator_eta {c : L × Bool → Matrix n n ℂ} {e : L → ℝ} {A Y : Matrix n n ℂ} {i : L}
    (h : ∀ k, A * (c (k, true) * c (k, false)) - c (k, true) * c (k, false) * A =
      if k = i then Y else 0) :
    A * eta e c - eta e c * A = (e i : ℂ) • Y := by
  simp only [eta, Finset.mul_sum, Finset.sum_mul, ← Finset.sum_sub_distrib, mul_smul_comm,
    smul_mul_assoc, ← smul_sub, h, smul_ite, smul_zero, Finset.sum_ite_eq',
    Finset.mem_univ, if_true]

/-- For canonical fermions, the commutator of `hopPair c i j` with the staggered pair operator is
`-e i` times the sum of the two terms in which one partner of the pair at `i` is moved to `j`. -/
theorem hopPair_eta {c : L × Bool → Matrix n n ℂ} (h : CAR c) (e : L → ℝ) (i j : L) :
    hopPair c i j * eta e c - eta e c * hopPair c i j =
      (e i : ℂ) • -(c (j, true) * c (i, false) + c (i, true) * c (j, false)) := by
  refine commutator_eta fun k => ?_
  have split : ∀ X Y a b : Matrix n n ℂ, (X + Y) * (a * b) - a * b * (X + Y) =
      (X * a - a * X) * b + (Y * a - a * Y) * b +
      a * (X * b - b * X) + a * (Y * b - b * Y) := by
    intros; noncomm_ring
  rw [hopPair, split]
  simp only [bilinear_commutator h]
  by_cases hk : k = i
  · simp [hk]
    abel
  · simp [hk]

/-- For canonical fermions with bipartite hopping, the staggered pair operator lowers
the energy by `U - 2μ`. -/
theorem hubbard_eta {c : L × Bool → Matrix n n ℂ} (h : CAR c) {K : Matrix L L ℝ} {e : L → ℝ}
    (hb : BipartiteHopping K e) (U μ : ℝ) :
    hubbard K U μ c * eta e c - eta e c * hubbard K U μ c = (-((U : ℂ) - 2 * μ)) • eta e c := by
  -- the hopping terms cancel in pairs
  have hT : (∑ i, ∑ j, (K i j : ℂ) • hopPair c i j) * eta e c -
      eta e c * (∑ i, ∑ j, (K i j : ℂ) • hopPair c i j) = 0 := by
    have h1 : (∑ i, ∑ j, (K i j : ℂ) • hopPair c i j) * eta e c -
        eta e c * (∑ i, ∑ j, (K i j : ℂ) • hopPair c i j) =
        -(∑ i, ∑ j, ((K i j : ℂ) * e i) • (c (j, true) * c (i, false)) +
          ∑ i, ∑ j, ((K i j : ℂ) * e i) • (c (i, true) * c (j, false))) := by
      simp only [Finset.mul_sum, Finset.sum_mul, ← Finset.sum_sub_distrib, mul_smul_comm,
        smul_mul_assoc, ← smul_sub, hopPair_eta h, ← Finset.sum_add_distrib,
        ← Finset.sum_neg_distrib]
      refine Finset.sum_congr rfl fun i _ => Finset.sum_congr rfl fun j _ => ?_
      module
    rw [h1, Finset.sum_comm, ← Finset.sum_add_distrib, neg_eq_zero]
    refine Finset.sum_eq_zero fun i _ => ?_
    rw [← Finset.sum_add_distrib]
    refine Finset.sum_eq_zero fun j _ => ?_
    have z : K j i * e j + K i j * e i = 0 := by
      rw [hb.symm j i]
      by_cases h0 : K i j = 0
      · simp [h0]
      · linear_combination K i j * (e i * hb.hop i j h0 - e j * hb.sign i)
    have z' : (K j i : ℂ) * e j + K i j * e i = 0 := by exact_mod_cast z
    rw [← add_smul, z', zero_smul]
  -- a pair is removed together with one double occupancy
  have low : ∀ p, (c p)ᴴ * c p * c p = 0 := by
    intro p
    have h2 : (2 : ℂ) • (c p * c p) = 0 := by rw [two_smul]; exact h.anti p p
    rw [mul_assoc, (smul_eq_zero.1 h2).resolve_left two_ne_zero, mul_zero]
  have up : ∀ r p, c r * c p * ((c p)ᴴ * c p) = c r * c p := by
    intro r p
    have h2 := bilinear_commutator h p p p
    rw [low, if_pos rfl, zero_sub] at h2
    rw [mul_assoc, neg_injective h2]
  have hD : ∀ i, doublon c i * eta e c - eta e c * doublon c i =
      (e i : ℂ) • -(c (i, true) * c (i, false)) := by
    intro i
    refine commutator_eta fun k => ?_
    have split : ∀ x y a b : Matrix n n ℂ, x * y * (a * b) - a * b * (x * y) =
        x * (y * a - a * y) * b + x * a * (y * b - b * y) +
        (x * a - a * x) * b * y + a * (x * b - b * x) * y := by
      intros; noncomm_ring
    rw [doublon, split]
    simp only [bilinear_commutator h]
    by_cases hk : k = i <;> simp [hk, low, up]
  have site : ∀ i, ((U : ℂ) • doublon c i - (μ : ℂ) • hopPair c i i) * eta e c -
      eta e c * ((U : ℂ) • doublon c i - (μ : ℂ) • hopPair c i i) =
      (-((U : ℂ) - 2 * μ)) • ((e i : ℂ) • (c (i, true) * c (i, false))) := by
    intro i
    simp only [sub_mul, mul_sub, smul_mul_assoc, mul_smul_comm]
    linear_combination (norm := module) (U : ℂ) • hD i - (μ : ℂ) • hopPair_eta h e i i
  rw [hubbard, add_mul, mul_add, add_sub_add_comm, hT, zero_add, Finset.sum_mul,
    Finset.mul_sum, ← Finset.sum_sub_distrib]
  simp only [site, ← Finset.smul_sum]
  rfl

/-- An operator that lowers the energy by `w` evolves in imaginary time by the factor
`exp (-τ w)`. -/
theorem evolve_ladder {H X : Matrix n n ℂ} {w : ℂ} (h : H * X - X * H = (-w) • X) (τ : ℂ) :
    evolve H τ X = Complex.exp (-τ * w) • X := by
  have S : ∀ A : Matrix n n ℂ,
      HasSum (fun k : ℕ => ((k.factorial : ℂ)⁻¹) • A ^ k) (NormedSpace.exp A) := by
    intro A
    let : NormedRing (Matrix n n ℂ) := Matrix.linftyOpNormedRing
    let : NormedAlgebra ℂ (Matrix n n ℂ) := Matrix.linftyOpNormedAlgebra
    exact NormedSpace.exp_series_hasSum_exp' A
  -- moving X through H shifts H by a constant, in every term of the series
  have hs : SemiconjBy X (τ • H + (-τ * w) • (1 : Matrix n n ℂ)) (τ • H) := by
    have h' : H * X = X * H + (-w) • X := by rw [← h]; abel
    change X * (τ • H + (-τ * w) • (1 : Matrix n n ℂ)) = τ • H * X
    rw [smul_mul_assoc, h', mul_add, mul_smul_comm, mul_smul_comm, mul_one]
    module
  have e1 : NormedSpace.exp (τ • H) * X =
      X * NormedSpace.exp (τ • H + (-τ * w) • (1 : Matrix n n ℂ)) := by
    have h2 := (S (τ • H + (-τ * w) • (1 : Matrix n n ℂ))).mul_left X
    refine ((S (τ • H)).mul_right X).unique ?_
    convert h2 using 2 with k
    rw [smul_mul_assoc, mul_smul_comm, (hs.pow_right k).eq]
  have e2 : NormedSpace.exp ((-τ * w) • (1 : Matrix n n ℂ)) =
      Complex.exp (-τ * w) • (1 : Matrix n n ℂ) := by
    have h3 : HasSum (fun k : ℕ => ((k.factorial : ℂ)⁻¹) • (-τ * w) ^ k)
        (Complex.exp (-τ * w)) := by
      rw [Complex.exp_eq_exp_ℂ]
      exact NormedSpace.exp_series_hasSum_exp' (-τ * w)
    refine (S _).unique ?_
    convert h3.smul_const (1 : Matrix n n ℂ) using 2 with k
    rw [smul_pow, one_pow, smul_assoc]
  have e3 : NormedSpace.exp (τ • H) * NormedSpace.exp ((-τ) • H) = 1 := by
    rw [← Matrix.exp_add_of_commute _ _ (((Commute.refl H).smul_left τ).smul_right (-τ)),
      ← add_smul, add_neg_cancel, zero_smul, NormedSpace.exp_zero]
  rw [evolve, e1, Matrix.exp_add_of_commute _ _ ((Commute.one_right _).smul_right _), e2]
  simp only [mul_smul_comm, mul_one, smul_mul_assoc]
  rw [mul_assoc, e3, mul_one]

/-- For canonical fermions with bipartite hopping, the staggered pair operator of the Hubbard
model evolves by the single exponential `exp (-τ (U - 2μ))`. -/
theorem eta_evolution {c : L × Bool → Matrix n n ℂ} (h : CAR c) {K : Matrix L L ℝ} {e : L → ℝ}
    (hb : BipartiteHopping K e) (U μ : ℝ) (τ : ℂ) :
    evolve (hubbard K U μ c) τ (eta e c) = Complex.exp (-τ * (U - 2 * μ)) • eta e c :=
  evolve_ladder (hubbard_eta h hb U μ) τ

/-- For canonical fermions with bipartite hopping and any weight matrix `ρ`, such as the thermal
one, the staggered-pair correlator is its equal-time value times `exp (-τ (U - 2μ))`. -/
theorem pair_correlator {c : L × Bool → Matrix n n ℂ} (h : CAR c) {K : Matrix L L ℝ}
    {e : L → ℝ} (hb : BipartiteHopping K e) (U μ : ℝ) (τ : ℂ) (ρ : Matrix n n ℂ) :
    (ρ * (evolve (hubbard K U μ c) τ (eta e c) * (eta e c)ᴴ)).trace =
      Complex.exp (-τ * (U - 2 * μ)) * (ρ * (eta e c * (eta e c)ᴴ)).trace := by
  rw [eta_evolution h hb, smul_mul_assoc, mul_smul_comm, Matrix.trace_smul, smul_eq_mul]

/-- Adds one fermion mode to a family of annihilation matrices by doubling the state space. -/
def addMode (c : M → Matrix n n ℂ) : Option M → Matrix (n ⊕ n) (n ⊕ n) ℂ
  | none => fromBlocks 0 1 0 0
  | some p => fromBlocks (c p) 0 0 (-c p)

/-- Adding a mode to canonical fermions gives canonical fermions. -/
theorem addMode_car {c : M → Matrix n n ℂ} (h : CAR c) : CAR (addMode c) := by
  constructor
  · rintro (_ | p) (_ | q) <;>
      simp [addMode, fromBlocks_multiply, fromBlocks_add, h.anti]
  · rintro (_ | p) (_ | q)
    · simp [addMode, fromBlocks_multiply, fromBlocks_conjTranspose, fromBlocks_add]
    · simp [addMode, fromBlocks_multiply, fromBlocks_conjTranspose, fromBlocks_add]
    · simp [addMode, fromBlocks_multiply, fromBlocks_conjTranspose, fromBlocks_add]
    · by_cases hp : p = q <;>
        simp [addMode, fromBlocks_multiply, fromBlocks_conjTranspose, fromBlocks_add, h.dual, hp]

/-- An ordering of the four spin orbitals of two sites. -/
def label : Fin 2 × Bool → Option (Option (Option (Option Empty)))
  | (0, true) => none
  | (0, false) => some none
  | (1, true) => some (some none)
  | (1, false) => some (some (some none))

/-- Annihilation matrices of two sites with spin, built by adding four modes to the vacuum. -/
def twoSite (p : Fin 2 × Bool) :=
  addMode (addMode (addMode (addMode (fun x : Empty => (x.elim : Matrix Unit Unit ℂ))))) (label p)

/-- The two-site matrices are canonical fermions, and hopping `-t` between the two sites is
bipartite with signs `1` and `-1`. -/
theorem twoSite_witness (t : ℝ) :
    CAR twoSite ∧ BipartiteHopping !![0, -t; -t, 0] ![1, -1] := by
  have h0 : CAR (fun x : Empty => (x.elim : Matrix Unit Unit ℂ)) :=
    ⟨fun p => p.elim, fun p => p.elim⟩
  have h4 := addMode_car (addMode_car (addMode_car (addMode_car h0)))
  have inj : ∀ p q, label p = label q ↔ p = q := by decide
  refine ⟨⟨fun p q => h4.anti _ _, fun p q => ?_⟩, ⟨?_, ?_, ?_⟩⟩
  · have h5 := h4.dual (label p) (label q)
    simp only [inj] at h5
    exact h5
  · intro i j
    fin_cases i <;> fin_cases j <;> simp
  · intro i
    fin_cases i <;> simp
  · intro i j
    fin_cases i <;> fin_cases j <;> simp

end

end StaggeredPairBenchmark
```

```lean
#print axioms StaggeredPairBenchmark.pair_correlator
-- 'StaggeredPairBenchmark.pair_correlator' depends on axioms: [propext, Classical.choice, Quot.sound]
```

## How Lean checks the algebra and the series

`bilinear_commutator` is the first commutator above. `noncomm_ring` verifies the rearrangement into anticommutators, and the two fields of `CAR` evaluate them.

`commutator_eta` handles the sum in $\eta$ once for all later uses: if an operator fails to commute only with the pair at site `i`, a single term survives, with factor `e i`. `hopPair_eta` applies it to a hop, using the product rule stated as `split` and the two cases `k = i` and `k ≠ i`.

`hubbard_eta` assembles the Hamiltonian. Within it, `hT` is the cancellation of the hopping: `Finset.sum_comm` exchanges the summation indices, and `z` proves $K_{ji}e_j+K_{ij}e_i=0$ from the symmetry of $K$ and the sign conditions. The facts `low` and `up` are $n_pc_p=0$ and $c_rc_pn_p=c_rc_p$, and `hD` uses them for the double occupancy. Finally, `site` combines interaction and chemical potential on one site, and summing over sites restores $\eta$.

`evolve_ladder` holds for any matrices with $[H,X]=-wX$. The relation $X(\tau H-\tau w)=(\tau H)X$ is written with `SemiconjBy`, whose lemma `pow_right` carries it to all powers. `e1` then compares two convergent series term by term and uses the uniqueness of their sum. `e2` evaluates the exponential of a multiple of the identity, and `e3` shows that $e^{\tau H}$ and $e^{-\tau H}$ multiply to 1.

The remaining declarations build a concrete example. `addMode` doubles the state space: the new mode is an off-diagonal block, and each old annihilator becomes $c_p$ on one half and $-c_p$ on the other, so that old and new modes anticommute. `addMode_car` checks the relations block by block. Four additions to a one-dimensional vacuum space give $16\times16$ matrices, and `twoSite_witness` confirms that they, together with the hopping $-t$ and signs $1,-1$ of the opening example, meet the assumptions for every real $t$.
